# Energy errors linear in composition leave hull distances unchanged; a remainder of at most d per atom shifts them by at most 2d

Q: I am testing an ultrasoft pseudopotential. I compute the energy per atom of every compound on a fixed list, do the same with an all-electron reference, and compare the hull distances: how far each compound lies above the lowest-energy mixture of listed compounds with its composition. The raw energies disagree badly, yet I am told that the hull distances can still agree well. How is that possible?

A: Much of the disagreement is a fixed offset per atom of each element, such as the energy of core electrons that the pseudopotential leaves out. Let \(i\) label the compounds and \(s\) the elements, let \(x_{is}\) be the fraction of element \(s\) in compound \(i\), and let \(c_s\) be the offset per atom of \(s\). The resulting error per atom is \(\sum_s c_s x_{is}\), and it cancels exactly in every hull distance. If what remains is at most \(d\) in size for each compound, each hull distance moves by at most \(2d\). So, for a finite list with fixed compositions, a compound computed to lie more than \(2d\) above the hull is also above it in the reference.

Q: First show me that the formal mixture is a physical one. Are the weights counted per formula unit or per atom?

A: Per atom. The weight \(w_i\) is the share of all atoms that sit in compound \(i\), which is why energies per atom and atomic fractions both average with the same weights. In the code `ι` is the finite type of compounds and `S` the type of elements.

```lean
import Mathlib

open Finset

namespace HullDistanceErrors

noncomputable section

variable {ι S : Type*} [Fintype ι]

/-- Convex weights `w` on the compounds whose mixture has the composition of compound `k`. -/
structure IsDecomposition (x : ι → S → ℝ) (k : ι) (w : ι → ℝ) : Prop where
  nonneg : ∀ i, 0 ≤ w i
  sum_one : ∑ i, w i = 1
  balance : ∀ s, ∑ i, w i * x i s = x k s
```

The three fields say \(w_i\ge 0\), \(\sum_i w_i=1\) and \(\sum_i w_i x_{is}=x_{ks}\) for every \(s\). I will call such a \(w\) a decomposition of \(k\). Compound \(k\) itself may take part, so a compound on the hull has distance zero, never a negative one.

Q: And the hull?

A: With \(E_i\) the energy per atom, the hull energy and hull distance are
\[
H_k(E)=\inf_w \sum_i w_iE_i,\qquad D_k(E)=E_k-H_k(E),
\]
where \(w\) runs over the decompositions of \(k\).

```lean
/-- The hull energy at the composition of compound `k`: the infimum of the energies per atom
of all mixtures with that composition. -/
def hullEnergy (x : ι → S → ℝ) (E : ι → ℝ) (k : ι) : ℝ :=
  sInf {e | ∃ w, IsDecomposition x k w ∧ ∑ i, w i * E i = e}

/-- The hull distance of compound `k`: its energy per atom minus the hull energy at its
composition. -/
def hullDistance (x : ι → S → ℝ) (E : ι → ℝ) (k : ι) : ℝ :=
  E k - hullEnergy x E k
```

Q: An infimum need not belong to any mixture, and Lean assigns a value to `sInf` even for an empty or unbounded set. How do I know that this number is the hull energy?

A: The next theorem settles both worries. Compound \(k\) alone is a decomposition, so there is at least one. All weights lie between 0 and 1, and the defining conditions are equalities and non-strict inequalities, so the decompositions form a closed subset of a cube, hence a compact set. The mixture energy is continuous in \(w\) and reaches its minimum there.

```lean
/-- The hull energy is a true minimum: some mixture with the composition of `k` attains it,
and no such mixture lies lower. -/
theorem hullEnergy_isLeast (x : ι → S → ℝ) (E : ι → ℝ) (k : ι) :
    IsLeast {e | ∃ w, IsDecomposition x k w ∧ ∑ i, w i * E i = e} (hullEnergy x E k) := by
  classical
  -- the compound itself is one admissible mixture
  have hne : {w | IsDecomposition x k w}.Nonempty :=
    ⟨fun i => if i = k then 1 else 0,
      ⟨fun i => by split_ifs <;> norm_num, by simp, fun s => by simp⟩⟩
  -- the admissible weights form a closed subset of a cube
  have hclosed : IsClosed {w | IsDecomposition x k w} := by
    have h1 : IsClosed {w : ι → ℝ | ∀ i, 0 ≤ w i} := by
      simp only [Set.ofPred_forall]
      exact isClosed_iInter fun i => isClosed_le continuous_const (continuous_apply i)
    have h2 : IsClosed {w : ι → ℝ | ∑ i, w i = 1} :=
      isClosed_eq (by fun_prop) continuous_const
    have h3 : IsClosed {w : ι → ℝ | ∀ s, ∑ i, w i * x i s = x k s} := by
      simp only [Set.ofPred_forall]
      exact isClosed_iInter fun s => isClosed_eq (by fun_prop) continuous_const
    have heq : {w | IsDecomposition x k w} = {w : ι → ℝ | ∀ i, 0 ≤ w i} ∩
        ({w | ∑ i, w i = 1} ∩ {w | ∀ s, ∑ i, w i * x i s = x k s}) := by
      ext w
      exact ⟨fun h => ⟨h.nonneg, h.sum_one, h.balance⟩, fun h => ⟨h.1, h.2.1, h.2.2⟩⟩
    rw [heq]
    exact h1.inter (h2.inter h3)
  have hcomp : IsCompact {w | IsDecomposition x k w} := by
    refine (isCompact_univ_pi fun _ : ι => isCompact_Icc (a := (0 : ℝ)) (b := 1)).of_isClosed_subset
      hclosed ?_
    intro w hw i _
    refine ⟨hw.nonneg i, ?_⟩
    rw [← hw.sum_one]
    exact single_le_sum (fun j _ => hw.nonneg j) (mem_univ i)
  obtain ⟨w, hw, hmin⟩ := hcomp.exists_isMinOn hne
    (f := fun w : ι → ℝ => ∑ i, w i * E i) (by fun_prop)
  have hl : IsLeast {e | ∃ w, IsDecomposition x k w ∧ ∑ i, w i * E i = e}
      (∑ i, w i * E i) := by
    refine ⟨⟨w, hw, rfl⟩, ?_⟩
    rintro _ ⟨v, hv, rfl⟩
    exact hmin hv
  have heq : hullEnergy x E k = ∑ i, w i * E i := hl.csInf_eq
  rw [heq]
  exact hl
```

In the proof, `hne`, `hclosed` and `hcomp` are those three observations, and `exists_isMinOn` supplies the minimising weights. `IsLeast` then says that some mixture has the hull energy and none lies lower.

Q: Now the errors. Why should an offset per element drop out?

A: Because it depends only on the composition, and every decomposition of \(k\) has the same composition. Let \(\delta_i\) be the error of compound \(i\), pseudopotential minus reference, and write \(L_i=\sum_s c_sx_{is}\). Exchanging the sums gives
\[
\sum_i w_iL_i=\sum_s c_s\sum_i w_ix_{is}=\sum_s c_sx_{ks}=L_k .
\]
If \(|\delta_i-L_i|\le d\) for all \(i\), then
\[
\Bigl|\sum_i w_i\delta_i-L_k\Bigr|\le\sum_i w_i|\delta_i-L_i|\le d .
\]

```lean
/-- If the errors `δ` are linear in composition up to `d`, then the mean error of any mixture
with the composition of `k` equals the linear error at that composition up to `d`. -/
theorem mixture_error_le [Fintype S] {x : ι → S → ℝ} {k : ι} {w δ : ι → ℝ} {c : S → ℝ} {d : ℝ}
    (hw : IsDecomposition x k w) (hδ : ∀ i, |δ i - ∑ s, c s * x i s| ≤ d) :
    |∑ i, w i * δ i - ∑ s, c s * x k s| ≤ d := by
  -- a linear error depends only on the composition of the mixture
  have hlin : ∑ i, w i * ∑ s, c s * x i s = ∑ s, c s * x k s := by
    simp_rw [mul_sum]
    rw [sum_comm]
    refine sum_congr rfl fun s _ => ?_
    rw [← hw.balance s, mul_sum]
    exact sum_congr rfl fun i _ => by ring
  calc |∑ i, w i * δ i - ∑ s, c s * x k s|
      = |∑ i, w i * (δ i - ∑ s, c s * x i s)| := by
        rw [← hlin, ← sum_sub_distrib]
        simp only [mul_sub]
    _ ≤ ∑ i, |w i * (δ i - ∑ s, c s * x i s)| := abs_sum_le_sum_abs _ _
    _ ≤ ∑ i, w i * d := by
        refine sum_le_sum fun i _ => ?_
        rw [abs_mul, abs_of_nonneg (hw.nonneg i)]
        exact mul_le_mul_of_nonneg_left (hδ i) (hw.nonneg i)
    _ = d := by rw [← sum_mul, hw.sum_one, one_mul]
```

Here `hlin` is the exchange of sums, and the `calc` block is the triangle inequality followed by \(\sum_i w_i=1\).

Q: But the error can change which mixture is best. Your estimate holds for one fixed \(w\).

A: So we use two. Let \(w\) be a best decomposition for \(E\) and \(v\) one for \(E+\delta\). Each is a legitimate competitor in the other problem:
\[
H_k(E+\delta)\le\sum_i w_i(E_i+\delta_i)\le H_k(E)+L_k+d,
\]
\[
H_k(E)\le\sum_i v_iE_i=H_k(E+\delta)-\sum_i v_i\delta_i\le H_k(E+\delta)-L_k+d .
\]
The hull energy therefore shifts by \(L_k\) to within \(d\). The energy of compound \(k\) also shifts by \(L_k\) to within \(d\). Subtracting removes \(L_k\) and leaves at most \(2d\).

```lean
/-- If the energy errors are linear in composition up to a remainder of size at most `d`,
then every hull distance changes by at most `2 d`. -/
theorem hullDistance_change_le [Fintype S] (x : ι → S → ℝ) (E δ : ι → ℝ) (c : S → ℝ) (d : ℝ)
    (hδ : ∀ i, |δ i - ∑ s, c s * x i s| ≤ d) (k : ι) :
    |hullDistance x (E + δ) k - hullDistance x E k| ≤ 2 * d := by
  -- compare the best mixtures before and after the error
  obtain ⟨w, hw, hwE⟩ := (hullEnergy_isLeast x E k).1
  obtain ⟨v, hv, hvE⟩ := (hullEnergy_isLeast x (E + δ) k).1
  have h1 := (hullEnergy_isLeast x (E + δ) k).2 ⟨w, hw, rfl⟩
  have h2 := (hullEnergy_isLeast x E k).2 ⟨v, hv, rfl⟩
  simp only [Pi.add_apply, mul_add, sum_add_distrib] at h1 hvE
  obtain ⟨a1, a2⟩ := abs_le.mp (mixture_error_le hw hδ)
  obtain ⟨b1, b2⟩ := abs_le.mp (mixture_error_le hv hδ)
  obtain ⟨c1, c2⟩ := abs_le.mp (hδ k)
  simp only [hullDistance, Pi.add_apply]
  rw [abs_le]
  constructor <;> linarith
```

The terms `h1` and `h2` are the two comparisons, the `abs_le` lines unpack the error bounds, and `linarith` combines them. The hypothesis `hδ` is where the physics of the pseudopotential enters: \(c\) and \(d\) are given, not derived from its construction. Choosing \(c=0\) covers arbitrary errors of size at most \(d\).

Q: And a purely linear error is the limit \(d=0\)?

A: Yes, and the code obtains it in just that way.

```lean
/-- Energy errors that are linear in composition leave every hull distance unchanged. -/
theorem hullDistance_linear_error [Fintype S] (x : ι → S → ℝ) (E δ : ι → ℝ) (c : S → ℝ)
    (hδ : ∀ i, δ i = ∑ s, c s * x i s) (k : ι) :
    hullDistance x (E + δ) k = hullDistance x E k := by
  have h := abs_le.mp (hullDistance_change_le x E δ c 0 (fun i => by simp [hδ i]) k)
  linarith [h.1, h.2]
```

Q: Could some other error pattern also go unnoticed?

A: For particular energies, certainly. Ask instead for patterns that leave all hull distances unchanged whatever the energies are. These are exactly the ones with \(\sum_i w_i\delta_i=\delta_k\) for every compound \(k\) and every decomposition \(w\) of it.

To see that this balance is necessary, test two sets of energies. With \(E=0\) every hull distance is zero, so invariance gives \(H_k(\delta)=\delta_k\). With \(E=-\delta\) the energies after the error are zero, so \(H_k(-\delta)=-\delta_k\). Since no mixture lies below the hull, the first gives \(\sum_i w_i\delta_i\ge\delta_k\) and the second gives \(\sum_i w_i\delta_i\le\delta_k\). Conversely, if the balance holds, the comparison of \(w\) and \(v\) above goes through with \(\delta_k\) in place of \(L_k\) and no remainder.

```lean
/-- An error pattern leaves all hull distances unchanged, whatever the energies, exactly when
the error of each compound equals the mean error of every mixture with its composition. -/
theorem hullDistance_invariant_iff_balance (x : ι → S → ℝ) (δ : ι → ℝ) :
    (∀ E k, hullDistance x (E + δ) k = hullDistance x E k) ↔
      ∀ k w, IsDecomposition x k w → ∑ i, w i * δ i = δ k := by
  constructor
  · intro h k w hw
    have hzero : hullEnergy x 0 k = 0 := by
      obtain ⟨v, _, hv⟩ := (hullEnergy_isLeast x 0 k).1
      rw [← hv]
      simp
    -- test the energies `0` and `-δ`
    have h1 := h 0 k
    have h2 := h (-δ) k
    rw [zero_add] at h1
    rw [neg_add_cancel] at h2
    simp only [hullDistance, hzero, Pi.zero_apply, Pi.neg_apply] at h1 h2
    have u1 := (hullEnergy_isLeast x δ k).2 ⟨w, hw, rfl⟩
    have u2 := (hullEnergy_isLeast x (-δ) k).2 ⟨w, hw, rfl⟩
    simp only [Pi.neg_apply, mul_neg, sum_neg_distrib] at u2
    linarith
  · intro h E k
    obtain ⟨w, hw, hwE⟩ := (hullEnergy_isLeast x E k).1
    obtain ⟨v, hv, hvE⟩ := (hullEnergy_isLeast x (E + δ) k).1
    have h1 := (hullEnergy_isLeast x (E + δ) k).2 ⟨w, hw, rfl⟩
    have h2 := (hullEnergy_isLeast x E k).2 ⟨v, hv, rfl⟩
    simp only [Pi.add_apply, mul_add, sum_add_distrib] at h1 hvE
    have e1 := h k w hw
    have e2 := h k v hv
    simp only [hullDistance, Pi.add_apply]
    linarith
```

Q: That is a condition on all mixtures. I wanted a statement about elements.

A: Put the pure elements on the list, as one normally does for a phase diagram, and let the compositions be true atomic fractions. Compound \(k\) then decomposes into the elements with weights \(x_{ks}\), and the balance reads
\[
\delta_k=\sum_s x_{ks}\,\delta_{\mathrm{el}(s)},
\]
where \(\mathrm{el}(s)\) is the listed pure element \(s\). This is linear in composition, with \(c_s=\delta_{\mathrm{el}(s)}\).

```lean
/-- Let the compositions be atomic fractions and let every pure element `el s` be among the
compounds. Then an error pattern leaves all hull distances unchanged, whatever the energies,
exactly when it is linear in composition. -/
theorem hullDistance_invariant_iff_linear [Fintype S] [DecidableEq S]
    (x : ι → S → ℝ) (δ : ι → ℝ)
    (hx0 : ∀ i s, 0 ≤ x i s) (hx1 : ∀ i, ∑ s, x i s = 1)
    (el : S → ι) (hel : ∀ s t, x (el s) t = if s = t then 1 else 0) :
    (∀ E k, hullDistance x (E + δ) k = hullDistance x E k) ↔
      ∃ c : S → ℝ, ∀ i, δ i = ∑ s, c s * x i s := by
  classical
  constructor
  · intro h
    refine ⟨fun s => δ (el s), fun k => ?_⟩
    -- decompose compound `k` into the pure elements
    have hsum : ∀ f : ι → ℝ, ∑ i, (∑ s, if el s = i then x k s else 0) * f i =
        ∑ s, x k s * f (el s) := by
      intro f
      simp_rw [sum_mul]
      rw [sum_comm]
      simp [ite_mul]
    have hw : IsDecomposition x k (fun i => ∑ s, if el s = i then x k s else 0) := by
      refine ⟨fun i => sum_nonneg fun s _ => ?_, ?_, fun t => ?_⟩
      · split_ifs
        · exact hx0 k s
        · exact le_rfl
      · have h1 := hsum (fun _ => 1)
        simp only [mul_one] at h1
        rw [h1, hx1 k]
      · rw [hsum (fun i => x i t)]
        simp [hel]
    rw [← (hullDistance_invariant_iff_balance x δ).mp h k _ hw, hsum δ]
    exact sum_congr rfl fun s _ => mul_comm _ _
  · rintro ⟨c, hc⟩ E k
    exact hullDistance_linear_error x E δ c hc k
```

The hypotheses `hx0` and `hx1` say that the fractions are non-negative and sum to one, and `hel` says that `el s` contains only element `s`. In the proof, `hw` checks that the elemental weights are a decomposition, and `hsum` evaluates sums over them. The reverse direction is the linear cancellation already shown.

Q: Is the factor 2 real, or only a loose estimate?

A: It is reached. Take two elements, numbered 0 and 2, and their one-to-one compound, numbered 1.

```lean
/-- Atomic fractions of two pure elements and, between them, their one-to-one compound. -/
def binaryCompounds : Fin 3 → Fin 2 → ℝ := ![![1, 0], ![1 / 2, 1 / 2], ![0, 1]]
```

Give the elements energy 0 and the compound energy 1. Let the error be \(-d\) on the elements and \(+d\) on the compound, with \(d\ge0\). The hull distance of the compound goes from \(1\) to \((1+d)-(-d)=1+2d\).

```lean
/-- For `d ≥ 0` the bound `2 d` is attained: for a one-to-one compound at energy 1 above its
elements, errors `d` on the compound and `-d` on the elements raise its hull distance by `2 d`. -/
theorem hullDistance_change_sharp (d : ℝ) (hd : 0 ≤ d) :
    (∀ i, |(![-d, d, -d] : Fin 3 → ℝ) i| ≤ d) ∧
      hullDistance binaryCompounds (![0, 1, 0] + ![-d, d, -d]) 1
        - hullDistance binaryCompounds ![0, 1, 0] 1 = 2 * d := by
  -- a compound above the tie line has the elements as its best mixture
  have key : ∀ a b : ℝ, a ≤ b → hullDistance binaryCompounds ![a, b, a] 1 = b - a := by
    intro a b hab
    have hw : IsDecomposition binaryCompounds 1 ![1 / 2, 0, 1 / 2] := by
      refine ⟨fun i => ?_, ?_, fun s => ?_⟩
      · fin_cases i <;> norm_num
      · rw [Fin.sum_univ_three]
        change (1 / 2 : ℝ) + 0 + 1 / 2 = 1
        norm_num
      · rw [Fin.sum_univ_three]
        fin_cases s
        · change (1 / 2 : ℝ) * 1 + 0 * (1 / 2) + 1 / 2 * 0 = 1 / 2
          norm_num
        · change (1 / 2 : ℝ) * 0 + 0 * (1 / 2) + 1 / 2 * 1 = 1 / 2
          norm_num
    have hval : ∑ i, (![1 / 2, 0, 1 / 2] : Fin 3 → ℝ) i * (![a, b, a] : Fin 3 → ℝ) i = a := by
      rw [Fin.sum_univ_three]
      change 1 / 2 * a + 0 * b + 1 / 2 * a = a
      ring
    have hup := (hullEnergy_isLeast binaryCompounds ![a, b, a] 1).2 ⟨_, hw, hval⟩
    obtain ⟨v, hv, hvE⟩ := (hullEnergy_isLeast binaryCompounds ![a, b, a] 1).1
    rw [Fin.sum_univ_three] at hvE
    change v 0 * a + v 1 * b + v 2 * a = _ at hvE
    have hs := hv.sum_one
    rw [Fin.sum_univ_three] at hs
    have hsplit : v 0 * a + v 1 * b + v 2 * a = a + v 1 * (b - a) := by
      linear_combination a * hs
    have hpos := mul_nonneg (hv.nonneg 1) (sub_nonneg.mpr hab)
    change b - hullEnergy binaryCompounds ![a, b, a] 1 = b - a
    linarith
  refine ⟨fun i => ?_, ?_⟩
  · fin_cases i <;> simp [abs_of_nonneg hd]
  · have hadd : (![0, 1, 0] + ![-d, d, -d] : Fin 3 → ℝ) = ![-d, 1 + d, -d] := by
      ext i
      fin_cases i <;> simp
    rw [hadd, key (-d) (1 + d) (by linarith), key 0 1 (by norm_num)]
    ring

end

end HullDistanceErrors
```

The lemma `key` treats energies \((a,b,a)\) with \(a\le b\). The half-and-half mixture of the elements has energy \(a\), and any decomposition \(v\) has energy \(a+v_1(b-a)\ge a\), so the distance is \(b-a\). It is applied once before the error and once after.

Q: What happens on the shortest lists?

A: With one compound the only weight is 1, so the hull distance is zero whatever the error. Two polymorphs of the same composition already suffice for the full \(2d\): with energies 0 and 1 and errors \(-d\) and \(+d\), the upper one again moves from \(1\) to \(1+2d\).

Q: Then what should I still worry about?

A: The list itself. Both calculations must use the same compounds, and a competing phase missing from it can lower the true hull by an amount that \(d\) says nothing about. The energies are also plain numbers per compound, so temperature enters only if you put it into them.

```lean
#print axioms HullDistanceErrors.hullDistance_linear_error
#print axioms HullDistanceErrors.hullDistance_invariant_iff_linear
#print axioms HullDistanceErrors.hullDistance_change_sharp
```

```
'HullDistanceErrors.hullDistance_linear_error' depends on axioms: [propext, Classical.choice, Quot.sound]
'HullDistanceErrors.hullDistance_invariant_iff_linear' depends on axioms: [propext, Classical.choice, Quot.sound]
'HullDistanceErrors.hullDistance_change_sharp' depends on axioms: [propext, Classical.choice, Quot.sound]
```
